# Image charges for wedges of angle π/n and orthogonal corners give zero potential on the grounded faces

To compute the force on a charge between two grounded plates meeting at an angle $\pi/n$, one can remove the plates and sum over a finite set of image charges. This step requires the images to keep the potential at zero where the plates were. The potential does vanish there for any interaction that depends only on distance, provided that the images come from a finite symmetry group with consistent signs and that each face is left fixed, point by point, by a symmetry that reverses the charge. In simulations of finitely many charges between two such plates, taken as unbounded perfect conductors, the boundary condition can thus be met by a finite sum.

## Cancellation from a charge-reversing symmetry

In Lean 4 with Mathlib:

```lean
import Mathlib

open ComplexConjugate

namespace WedgeCornerImages

noncomputable section

variable {G V : Type*} [Group G] [Fintype G] [NormedAddCommGroup V] [NormedSpace ℝ V]
```

After loading the library Mathlib, the file fixes a finite group $G$ and a real normed space $V$, in which the charges sit. Neither an inner product nor a particular dimension is assumed yet.

```lean
/-- The potential at `r` of charges `e g` placed at the images `g a` of a source at `a`,
with radial interaction `f`. -/
def imagePotential (ρ : G →* (V →ₗᵢ[ℝ] V)) (e : G →* ℤˣ) (f : ℝ → ℝ) (a r : V) : ℝ :=
  ∑ g, ((e g : ℤ) : ℝ) * f ‖r - ρ g a‖
```

The arrow `→*` denotes a group homomorphism (more generally, a map that preserves products and the unit). So `ρ` assigns to each $g$ a linear, length-preserving map $\rho_g$ of $V$, with $\rho_{gh}=\rho_g\rho_h$. The type `ℤˣ` contains the invertible integers, $1$ and $-1$, so `e` assigns each image a sign. With a unit source at $a$, the definition reads

$$\Phi_a(r)=\sum_{g\in G} e(g)\,f(\lVert r-\rho_g a\rVert).$$

The term $g=1$ is the source itself. Units and prefactors are absorbed in the real function $f$, which may be Coulombic, screened or anything else. At zero distance the sum uses whatever value $f(0)$ has been given.

```lean
/-- Moving the field point by a group element `h` multiplies the potential by the sign `e h`. -/
theorem imagePotential_covariant (ρ : G →* (V →ₗᵢ[ℝ] V)) (e : G →* ℤˣ) (f : ℝ → ℝ)
    (a r : V) (h : G) :
    imagePotential ρ e f a (ρ h r) = ((e h : ℤ) : ℝ) * imagePotential ρ e f a r := by
  unfold imagePotential
  rw [Finset.mul_sum]
  -- relabel the images by left multiplication with `h`
  refine (Equiv.sum_comp (Equiv.mulLeft h) _).symm.trans ?_
  refine Finset.sum_congr rfl fun g _ => ?_
  have hn : ‖ρ h r - ρ (h * g) a‖ = ‖r - ρ g a‖ := by
    rw [map_mul, LinearIsometry.coe_mul, Function.comp_apply, ← (ρ h).map_sub,
      LinearIsometry.norm_map]
  show ((e (h * g) : ℤ) : ℝ) * f ‖ρ h r - ρ (h * g) a‖ = _
  rw [hn, map_mul, Units.val_mul, Int.cast_mul, mul_assoc]
```

A theorem lists its data and hypotheses before the colon and its claim after it. Here the claim is $\Phi_a(\rho_h r)=e(h)\,\Phi_a(r)$. By hand, replace the summation label $g$ by $hg$, which only permutes the group:

$$\begin{aligned}
\Phi_a(\rho_h r)&=\sum_g e(hg)\,f(\lVert \rho_h r-\rho_h\rho_g a\rVert)\\
&=e(h)\sum_g e(g)\,f(\lVert r-\rho_g a\rVert).
\end{aligned}$$

The second line uses $e(hg)=e(h)e(g)$ and the fact that $\rho_h$ preserves lengths. In the proof, `Equiv.mulLeft h` is the relabelling and `hn` is the equality of distances. The command `rw` rewrites with a known equation.

```lean
/-- The potential of the image system vanishes at every point fixed by a group element
of sign `-1`, for every radial interaction. -/
theorem imagePotential_eq_zero (ρ : G →* (V →ₗᵢ[ℝ] V)) (e : G →* ℤˣ) (f : ℝ → ℝ)
    (a : V) {r : V} {s : G} (hs : e s = -1) (hr : ρ s r = r) :
    imagePotential ρ e f a r = 0 := by
  -- the potential at `r` equals its own negative
  have h := imagePotential_covariant ρ e f a r s
  rw [hr, hs] at h
  simp only [Units.val_neg, Units.val_one, Int.cast_neg, Int.cast_one] at h
  linarith
```

The hypotheses `hs` and `hr` say that $e(s)=-1$ and $\rho_s r=r$. Physically, $s$ is the reflection in a grounded plane, which reverses the charge, and $r$ lies on that plane. The previous theorem with $h=s$ gives

$$\Phi_a(r)=\Phi_a(\rho_s r)=-\Phi_a(r),$$

hence $\Phi_a(r)=0$. The last step is done by `linarith`, which solves linear arithmetic.

```lean
/-- The charges of an image system containing an element of sign `-1` add up to zero. -/
theorem total_charge_eq_zero (e : G →* ℤˣ) {s : G} (hs : e s = -1) :
    ∑ g, (e g : ℤ) = 0 := by
  -- a constant interaction measures the total charge
  have h := imagePotential_eq_zero (1 : G →* (ℝ →ₗᵢ[ℝ] ℝ)) e (fun _ => 1) 0 (r := 0) hs
    (map_zero _)
  simp only [imagePotential, mul_one] at h
  exact_mod_cast h
```

If some element has sign $-1$, the source and its images have total charge $\sum_g e(g)=0$. The proof takes $f=1$, so that the potential is the total charge, and lets every group element act on the real line as the identity. Every point is then fixed by $s$, and the cancellation theorem applies. This is allowed because different group elements may act by the same map.

```lean
/-- Reciprocity: the potential is unchanged when source point and field point are exchanged. -/
theorem imagePotential_symm (ρ : G →* (V →ₗᵢ[ℝ] V)) (e : G →* ℤˣ) (f : ℝ → ℝ) (a r : V) :
    imagePotential ρ e f a r = imagePotential ρ e f r a := by
  unfold imagePotential
  -- relabel the images by inversion
  refine Eq.trans ?_ (Equiv.sum_comp (Equiv.inv G) _)
  refine Finset.sum_congr rfl fun g _ => ?_
  have hg : ρ g (ρ g⁻¹ r) = r := by
    have h := congrArg (fun T : V →ₗᵢ[ℝ] V => T r) (map_mul ρ g g⁻¹)
    rw [mul_inv_cancel, map_one] at h
    exact h.symm
  have hn : ‖a - ρ g⁻¹ r‖ = ‖r - ρ g a‖ := by
    rw [← (ρ g).norm_map (a - ρ g⁻¹ r), (ρ g).map_sub, hg, norm_sub_rev]
  show _ = ((e g⁻¹ : ℤ) : ℝ) * f ‖a - ρ g⁻¹ r‖
  rw [hn, map_inv, Int.units_inv_eq_self]
```

Source and field point can be exchanged: $\Phi_a(r)=\Phi_r(a)$. Since $\rho_g$ preserves lengths and $\rho_g\rho_{g^{-1}}r=r$,

$$\lVert r-\rho_g a\rVert=\lVert \rho_g(\rho_{g^{-1}}r-a)\rVert=\lVert a-\rho_{g^{-1}}r\rVert .$$

A sign is its own inverse, so $e(g)=e(g^{-1})$. Relabelling $g\to g^{-1}$ then turns one sum into the other.

## The wedge in the complex plane

```lean
/-! ### The wedge of opening angle `π / n` -/

/-- The phase factor `exp (2 π i k / n)`. -/
def phase (n : ℕ) [NeZero n] (k : ZMod n) : ℂ := (ZMod.toCircle k : ℂ)
```

The plane perpendicular to the edge is described by complex numbers, with the apex at $0$. For $n\ge 1$ (the meaning of `NeZero n`), let $\omega=e^{2\pi i/n}$. The type `ZMod n` contains the integers modulo $n$, and `phase n k` is $\omega^k$.

```lean
/-- Two successive rotations add their angles. -/
theorem phase_add_mul (n : ℕ) [NeZero n] (j k : ZMod n) (z : ℂ) :
    phase n (j + k) * z = phase n j * (phase n k * z) := by
  unfold phase
  rw [AddChar.map_add_eq_mul, Circle.coe_mul, mul_assoc]
```

This is $\omega^{j+k}z=\omega^j(\omega^k z)$: successive rotations add their angles.

```lean
/-- Complex conjugation reverses the angle of a phase factor. -/
theorem conj_phase (n : ℕ) [NeZero n] (k : ZMod n) : conj (phase n k) = phase n (-k) := by
  unfold phase
  rw [AddChar.map_neg_eq_inv, Circle.coe_inv_eq_conj]
```

Complex conjugation, written `conj`, reverses an angle: $\overline{\omega^k}=\omega^{-k}$.

```lean
/-- Rotations `z ↦ ω^k z` and reflections `z ↦ conj (ω^k z)` of the plane,
with `ω = exp (2 π i / n)`. -/
def wedgeMap (n : ℕ) [NeZero n] : DihedralGroup n → (ℂ →ₗᵢ[ℝ] ℂ)
  | .r k => (rotation (ZMod.toCircle k)).toLinearIsometry
  | .sr k => Complex.conjLIE.toLinearIsometry.comp (rotation (ZMod.toCircle k)).toLinearIsometry
```

The dihedral group has $n$ rotations, `r k`, and $n$ reflections, `sr k`. They act as

$$r_k:\ z\mapsto \omega^k z,\qquad sr_k:\ z\mapsto\overline{\omega^k z}.$$

The source and its images therefore make $2n$ charges. For $n=1$ these are the source and its mirror image in a single plane.

```lean
/-- The dihedral group acting on the plane by the rotations and reflections of `wedgeMap`. -/
def wedgeAction (n : ℕ) [NeZero n] : DihedralGroup n →* (ℂ →ₗᵢ[ℝ] ℂ) where
  toFun := wedgeMap n
  map_one' := by
    rw [DihedralGroup.one_def]
    refine LinearIsometry.ext fun z => ?_
    show (ZMod.toCircle (0 : ZMod n) : ℂ) * z = z
    simp
  map_mul' := by
    rintro (i | i) (j | j)
    · rw [DihedralGroup.r_mul_r]
      exact LinearIsometry.ext fun z => phase_add_mul n i j z
    · rw [DihedralGroup.r_mul_sr]
      refine LinearIsometry.ext fun z => ?_
      show conj (phase n (j - i) * z) = phase n i * conj (phase n j * z)
      simp only [map_mul, conj_phase]
      rw [← phase_add_mul, show i + -j = -(j - i) by ring]
    · rw [DihedralGroup.sr_mul_r]
      refine LinearIsometry.ext fun z => ?_
      show conj (phase n (i + j) * z) = conj (phase n i * (phase n j * z))
      rw [phase_add_mul]
    · rw [DihedralGroup.sr_mul_sr]
      refine LinearIsometry.ext fun z => ?_
      show phase n (j - i) * z = conj (phase n i * conj (phase n j * z))
      rw [map_mul, Complex.conj_conj, conj_phase, ← phase_add_mul,
        show -i + j = j - i by ring]
```

To be a group action, these maps must multiply as the group elements do. The four bulleted cases are the products of rotations and reflections:

$$\begin{aligned}
\omega^i(\omega^j z)&=\omega^{i+j}z, & \omega^i\,\overline{\omega^j z}&=\overline{\omega^{j-i}z},\\
\overline{\omega^i(\omega^j z)}&=\overline{\omega^{i+j}z}, & \overline{\omega^i\,\overline{\omega^j z}}&=\omega^{j-i}z.
\end{aligned}$$

They follow from the two phase rules. The command `show` restates a goal in such explicit form.

```lean
/-- The sign of an image charge: `1` for rotations and `-1` for reflections. -/
def wedgeSignFun (n : ℕ) : DihedralGroup n → ℤˣ
  | .r _ => 1
  | .sr _ => -1
```

Images made by rotation carry charge $+1$, and those made by reflection carry $-1$.

```lean
/-- The signs of the wedge images as a homomorphism. -/
def wedgeSign (n : ℕ) : DihedralGroup n →* ℤˣ :=
  MonoidHom.mk' (wedgeSignFun n) (by rintro (i | i) (j | j) <;> simp [wedgeSignFun])
```

The signs multiply correctly, since two reflections make a rotation and a reflection combined with a rotation makes a reflection. The proof goes through the same four cases.

```lean
/-- The potential of the wedge images vanishes on every line through the apex whose angle is
a multiple `m π / n`; the cases `m = 0` and `m = 1` contain the two faces of the wedge. -/
theorem wedge_grounded (n : ℕ) [NeZero n] (f : ℝ → ℝ) (a : ℂ) (m : ℤ) (t : ℝ) :
    imagePotential (wedgeAction n) (wedgeSign n) f a
      ((t : ℂ) * Complex.exp (Real.pi * m / n * Complex.I)) = 0 := by
  refine imagePotential_eq_zero _ _ f a (s := DihedralGroup.sr (-(m : ZMod n))) rfl ?_
  -- the line is the mirror of this reflection
  show conj (phase n (-(m : ZMod n)) * ((t : ℂ) * Complex.exp (Real.pi * m / n * Complex.I))) = _
  have hc : conj ((Real.pi : ℂ) * m / n * Complex.I) = -(Real.pi * m / n * Complex.I) := by
    simp
  rw [map_mul, conj_phase, neg_neg, map_mul, Complex.conj_ofReal, ← Complex.exp_conj, hc,
    phase, ZMod.toCircle_intCast, mul_left_comm, ← Complex.exp_add]
  congr 2
  ring
```

For every integer $m$ and real $t$, the potential vanishes at $z=t\,e^{i\pi m/n}$. Negative $t$ is included, so this is a full line through the apex. The faces of the wedge lie on the lines $m=0$ and $m=1$.

It remains to find a reflection that fixes $z$. The choice is `sr (-m)`:

$$\overline{\omega^{-m}z}=\omega^{m}\,t\,e^{-i\pi m/n}=t\,e^{2\pi i m/n-i\pi m/n}=z .$$

The proof makes the same calculation, and `ring` compares the exponents at the end.

The theorem also covers a point charge in a three-dimensional wedge. If source and field point differ by a height $h\neq 0$ along the edge, take $f(d)=1/\sqrt{d^2+h^2}$.

Zero potential on two faces is not enough to justify an image system. For $n=3$, the lines $m=0$ and $m=2$ bound a wedge of angle $2\pi/3$, and the potential vanishes on both. Yet the mirror $m=1$ runs through its interior, so a source off that mirror has a negative image inside the wedge, where no such charge exists.

## The corner of mutually orthogonal planes

```lean
/-! ### The corner of mutually orthogonal planes -/

variable {ι : Type*} [Fintype ι]

/-- Sign flips of the Cartesian coordinates. -/
def cornerAction : (ι → ℤˣ) →* (EuclideanSpace ℝ ι →ₗᵢ[ℝ] EuclideanSpace ℝ ι) where
  toFun g :=
    { toFun := fun x => WithLp.toLp 2 fun i => ((g i : ℤ) : ℝ) * x i
      map_add' := by intro x y; ext i; simp [mul_add]
      map_smul' := by intro c x; ext i; simp [mul_left_comm]
      norm_map' := by
        intro x
        rw [EuclideanSpace.norm_eq, EuclideanSpace.norm_eq]
        congr 1
        refine Finset.sum_congr rfl fun i _ => ?_
        show ‖((g i : ℤ) : ℝ) * x i‖ ^ 2 = ‖x i‖ ^ 2
        rcases Int.units_eq_one_or (g i) with h | h <;> simp [h] }
  map_one' := by
    refine LinearIsometry.ext fun x => ?_
    ext i
    show (((1 : ℤˣ) : ℤ) : ℝ) * x i = x i
    simp
  map_mul' g h := by
    refine LinearIsometry.ext fun x => ?_
    ext i
    show (((g i * h i : ℤˣ) : ℤ) : ℝ) * x i = ((g i : ℤ) : ℝ) * (((h i : ℤ) : ℝ) * x i)
    rw [Units.val_mul, Int.cast_mul, mul_assoc]
```

The finite set `ι` labels the Cartesian coordinates, and `EuclideanSpace ℝ ι` has the usual Euclidean length. A group element assigns a sign $g_i$ to each coordinate and acts by $(\rho_g x)_i=g_i x_i$. Lengths are preserved because $(g_i x_i)^2=x_i^2$, and products are preserved because $(g_i h_i)x_i=g_i(h_i x_i)$. In three dimensions this gives eight charges, including the source.

```lean
/-- The sign of a corner image: the product of its coordinate flips. -/
def cornerSign : (ι → ℤˣ) →* ℤˣ where
  toFun g := ∏ i, g i
  map_one' := by simp
  map_mul' g h := by simp [Finset.prod_mul_distrib]
```

The charge of an image is $e(g)=\prod_i g_i$, so each flipped coordinate contributes a factor $-1$.

```lean
/-- The potential of the corner images vanishes on every coordinate plane `r i = 0`. -/
theorem corner_grounded [DecidableEq ι] (f : ℝ → ℝ) (a r : EuclideanSpace ℝ ι) (i : ι)
    (hr : r i = 0) : imagePotential cornerAction cornerSign f a r = 0 := by
  -- use the reflection that flips the coordinate `i` alone
  refine imagePotential_eq_zero _ _ f a (s := fun j => if j = i then -1 else 1) ?_ ?_
  · show ∏ j, (if j = i then (-1 : ℤˣ) else 1) = -1
    simp
  · ext j
    show (((if j = i then (-1 : ℤˣ) else 1 : ℤˣ) : ℤ) : ℝ) * r j = r j
    by_cases h : j = i
    · simp [h, hr]
    · simp [h]
```

The potential vanishes wherever some coordinate $r_i$ is zero. Let $s$ flip coordinate $i$ alone. Then $e(s)=-1$, and $\rho_s r=r$ because $-r_i=0=r_i$ and the other coordinates are unchanged. These are the two goals left after the cancellation theorem is applied. The second is checked coordinate by coordinate, with `by_cases` separating $j=i$ from $j\ne i$.

```lean
/-- For a source with all coordinates positive, every image other than the source itself has
a negative coordinate. -/
theorem corner_images_outside (a : EuclideanSpace ℝ ι) (ha : ∀ i, 0 < a i) (g : ι → ℤˣ)
    (hg : g ≠ 1) : ∃ i, cornerAction g a i < 0 := by
  obtain ⟨i, hi⟩ := Function.ne_iff.mp hg
  have h : g i = -1 := (Int.units_eq_one_or (g i)).resolve_left hi
  refine ⟨i, ?_⟩
  show ((g i : ℤ) : ℝ) * a i < 0
  rw [h]
  simpa using ha i

end

end WedgeCornerImages
```

Now let the source lie inside the corner, with all $a_i>0$. If $g$ is not the identity, some $g_i$ differs from $1$ and must be $-1$, so $(\rho_g a)_i=-a_i<0$. Every image other than the source thus lies outside the corner, which excludes the failure seen in the $2\pi/3$ wedge. The file contains neither the analogous statement for the wedge of angle $\pi/n$ nor the Poisson equation and its uniqueness theorem, which turn a Coulomb image sum into the solution of the conductor problem.

```lean
#print axioms WedgeCornerImages.imagePotential_symm
-- 'WedgeCornerImages.imagePotential_symm' depends on axioms: [propext, Classical.choice, Quot.sound]
#print axioms WedgeCornerImages.wedge_grounded
-- 'WedgeCornerImages.wedge_grounded' depends on axioms: [propext, Classical.choice, Quot.sound]
#print axioms WedgeCornerImages.corner_grounded
-- 'WedgeCornerImages.corner_grounded' depends on axioms: [propext, Classical.choice, Quot.sound]
#print axioms WedgeCornerImages.corner_images_outside
-- 'WedgeCornerImages.corner_images_outside' depends on axioms: [propext, Classical.choice, Quot.sound]
```
